# Equal fluctuation traces and rank bounds for two fragments of a Slater determinant

Expand the occupied orbitals of a Slater determinant in an orthonormal set of spin orbitals, and split the whole set into two fragments of $a$ and $d$ orbitals, indexed in Lean by the finite types `m` and `n`. The one-particle density matrix on `m ⊕ n` is

$$P=\begin{pmatrix}A&B\\C&D\end{pmatrix},\qquad N=\operatorname{rank}P .$$

Lean's `toBlocks₁₁`, `toBlocks₁₂`, `toBlocks₂₁` and `toBlocks₂₂` are $A,B,C,D$, and `ᴴ` is $\dagger$.

```lean
import Mathlib

open Matrix

namespace FragmentCounting

noncomputable section

variable {m n : Type*} [Fintype m] [Fintype n] [DecidableEq m] [DecidableEq n]
```

A Slater determinant enters only through its density matrix, which is Hermitian and idempotent; Fock space is not constructed.

```lean
/-- The one-particle density matrix of a Slater determinant in an orthonormal orbital basis:
a Hermitian idempotent matrix. -/
structure IsDeterminantDensity (P : Matrix n n ℂ) : Prop where
  herm : Pᴴ = P
  idem : P * P = P
```

The fluctuation matrix of a fragment is $A-A^2$. For a determinant its trace is the variance of the fragment's particle number.

```lean
/-- The fluctuation matrix `A - A²` of a fragment with density block `A`. -/
def fluct (A : Matrix n n ℂ) : Matrix n n ℂ := A - A * A
```

The generating function $\chi_A(z)=\det(1+(z-1)A)$ stands for the expectation value of $z^{\hat N_A}$, where $\hat N_A$ counts the particles in the fragment. The determinant formula is taken as the definition.

```lean
/-- The function `det (1 + (z - 1) A)` of `z`. For a Slater determinant it is the generating
function of the particle number in a fragment with density block `A`. -/
def countingGen (A : Matrix n n ℂ) (z : ℂ) : ℂ := (1 + (z - 1) • A).det
```

## Hermiticity, $P^\dagger=P$

Hermiticity makes the occupations real and gives $C=B^\dagger$. The proof below reads this off entry by entry in `h21`. Without it, the same algebra by hand would give the products $BC$ and $CB$, whose powers still have equal traces, but $\operatorname{tr}(A-A^2)$ could no longer be read as a variance.

## Idempotency, $P^2=P$

Idempotency says that every natural orbital is either full or empty. The diagonal blocks of $P^2=P$ are $A^2+BC=A$ and $CB+D^2=D$, so

$$A-A^2=BB^\dagger,\qquad D-D^2=B^\dagger B .$$

In Lean, `h11` and `h22` are these two block equations, obtained by splitting the sum over `m ⊕ n`.

```lean
omit [DecidableEq m] [DecidableEq n] in
/-- For a determinant, the fluctuation matrices of the two fragments are `B Bᴴ` and `Bᴴ B`,
where `B` is the block of the density matrix that couples them. -/
theorem fluct_eq_coupling {P : Matrix (m ⊕ n) (m ⊕ n) ℂ} (hP : IsDeterminantDensity P) :
    fluct P.toBlocks₁₁ = P.toBlocks₁₂ * (P.toBlocks₁₂)ᴴ ∧
      fluct P.toBlocks₂₂ = (P.toBlocks₁₂)ᴴ * P.toBlocks₁₂ := by
  -- Hermiticity ties the two off-diagonal blocks together
  have h21 : P.toBlocks₂₁ = (P.toBlocks₁₂)ᴴ := by
    ext i j
    exact (congrFun (congrFun hP.herm (Sum.inr i)) (Sum.inl j)).symm
  -- the diagonal blocks of `P² = P`
  have h11 : P.toBlocks₁₁ * P.toBlocks₁₁ + P.toBlocks₁₂ * P.toBlocks₂₁ = P.toBlocks₁₁ := by
    ext i j
    have h := congrFun (congrFun hP.idem (Sum.inl i)) (Sum.inl j)
    simpa [Matrix.mul_apply, Fintype.sum_sum_type, Matrix.toBlocks₁₁, Matrix.toBlocks₁₂,
      Matrix.toBlocks₂₁] using h
  have h22 : P.toBlocks₂₁ * P.toBlocks₁₂ + P.toBlocks₂₂ * P.toBlocks₂₂ = P.toBlocks₂₂ := by
    ext i j
    have h := congrFun (congrFun hP.idem (Sum.inr i)) (Sum.inr j)
    simpa [Matrix.mul_apply, Fintype.sum_sum_type, Matrix.toBlocks₂₂, Matrix.toBlocks₁₂,
      Matrix.toBlocks₂₁] using h
  rw [← h21]
  exact ⟨sub_eq_iff_eq_add'.mpr h11.symm, sub_eq_iff_eq_add.mpr h22.symm⟩
```

The density matrices of correlated and thermal states are not idempotent, and without idempotency the traces can differ. With one orbital per fragment, the equal mixture of the vacuum and the state with one particle in the first orbital has $P=\operatorname{diag}(\tfrac12,0)$, and the fluctuation traces are $\tfrac14$ and $0$.

## Positive powers, $k\ge1$

The power $k$ selects a moment of the fluctuation spectrum. By induction, $(BC)^jB=B(CB)^j$. Cyclicity of the trace then gives

$$\operatorname{tr}(BC)^k=\operatorname{tr}\big(B(CB)^{k-1}C\big)=\operatorname{tr}(CB)^k .$$

The lemma writes the exponent as `k + 1`, and its local `h` is the intertwining relation.

```lean
/-- The products `B C` and `C B` of two rectangular matrices have equal traces of every
positive power. -/
theorem trace_pow_mul_comm (B : Matrix m n ℂ) (C : Matrix n m ℂ) (k : ℕ) :
    ((B * C) ^ (k + 1)).trace = ((C * B) ^ (k + 1)).trace := by
  -- `B` intertwines the powers of the two products
  have h : ∀ j : ℕ, (B * C) ^ j * B = B * (C * B) ^ j := by
    intro j
    induction j with
    | zero => simp
    | succ j ih =>
      have e1 : (B * C) ^ (j + 1) = (B * C) * (B * C) ^ j := pow_succ' _ _
      have e2 : (C * B) ^ (j + 1) = (C * B) * (C * B) ^ j := pow_succ' _ _
      rw [e1, e2, Matrix.mul_assoc, ih]
      simp only [Matrix.mul_assoc]
  have e1 : (B * C) ^ (k + 1) = (B * C) ^ k * (B * C) := pow_succ _ _
  have e2 : (C * B) ^ (k + 1) = (C * B) * (C * B) ^ k := pow_succ' _ _
  rw [e1, e2, ← Matrix.mul_assoc, h k, Matrix.trace_mul_comm, ← Matrix.mul_assoc]
```

The theorem uses `hk` to write $k=j+1$ and inserts $C=B^\dagger$. At $k=0$ the traces would be $a$ and $d$, which differ for fragments of unequal size.

```lean
/-- For a determinant split into two fragments with density blocks `A` and `D`, the traces of
`(A - A²)^k` and `(D - D²)^k` agree for every `k ≥ 1`. -/
theorem trace_fluct_pow_eq {P : Matrix (m ⊕ n) (m ⊕ n) ℂ} (hP : IsDeterminantDensity P)
    {k : ℕ} (hk : 1 ≤ k) :
    (fluct P.toBlocks₁₁ ^ k).trace = (fluct P.toBlocks₂₂ ^ k).trace := by
  obtain ⟨j, rfl⟩ := Nat.exists_eq_add_of_le' hk
  rw [(fluct_eq_coupling hP).1, (fluct_eq_coupling hP).2]
  exact trace_pow_mul_comm _ _ j
```

It would be a mistake to conclude that $A$ and $D$ have equal eigenvalues: $x-x^2$ does not distinguish $x$ from $1-x$. For $P=\operatorname{diag}(1,0)$ both fluctuation matrices vanish, yet one fragment is full and the other empty.

## Idempotency again: particles and holes

Since $\operatorname{rank}(BB^\dagger)\le\operatorname{rank}B$, the fluctuation rank is at most $a$ and $d$. Cutting a block out of a matrix cannot raise the rank, so it is also at most $N$.

```lean
/-- The block of a matrix that couples two fragments has at most the rank of the whole matrix. -/
theorem rank_coupling_le (M : Matrix (m ⊕ n) (m ⊕ n) ℂ) : M.toBlocks₁₂.rank ≤ M.rank := by
  -- cut the block out by multiplying with rows and columns of the identity
  have h : M.toBlocks₁₂ = (1 : Matrix (m ⊕ n) (m ⊕ n) ℂ).submatrix Sum.inl id * M *
      (1 : Matrix (m ⊕ n) (m ⊕ n) ℂ).submatrix id Sum.inr := by
    ext i j
    simp [Matrix.mul_apply, Matrix.one_apply, Matrix.toBlocks₁₂]
  rw [h]
  exact (Matrix.rank_mul_le_left _ _).trans (Matrix.rank_mul_le_right _ _)
```

The identity has no off-diagonal block, so $B$ is a block of $P-1$ too. From $P(P-1)=0$, the range of $P-1$ lies in the kernel of $P$, which has dimension $a+d-N$. Hence

$$\operatorname{rank}(A-A^2)\le\min(a,d,N,a+d-N).$$

Lean states the last bound as a sum; `hQ` passes from $B$ to $P-1$, and `hz`, `hle` and `h2` are used to bound the rank of $P-1$.

```lean
/-- For a determinant of `N = rank P` particles, the rank of the fluctuation matrix of a fragment
is at most the number of orbitals in either fragment, the number of particles, and the number of
holes (the last bound is written as a sum). -/
theorem rank_fluct_le {P : Matrix (m ⊕ n) (m ⊕ n) ℂ} (hP : IsDeterminantDensity P) :
    (fluct P.toBlocks₁₁).rank ≤ Fintype.card m ∧
      (fluct P.toBlocks₁₁).rank ≤ Fintype.card n ∧
      (fluct P.toBlocks₁₁).rank ≤ P.rank ∧
      (fluct P.toBlocks₁₁).rank + P.rank ≤ Fintype.card m + Fintype.card n := by
  have hB : (fluct P.toBlocks₁₁).rank ≤ P.toBlocks₁₂.rank := by
    rw [(fluct_eq_coupling hP).1]
    exact Matrix.rank_mul_le_left _ _
  -- the coupling block is also a block of `P - 1`
  have hQ : P.toBlocks₁₂.rank ≤ (P - 1).rank := by
    have h : P.toBlocks₁₂ = (P - 1).toBlocks₁₂ := by
      ext i j
      simp [Matrix.toBlocks₁₂]
    rw [h]
    exact rank_coupling_le _
  -- `P (P - 1) = 0` bounds the rank of `P - 1` by the number of holes
  have hz : P * (P - 1) = 0 := by
    rw [Matrix.mul_sub, Matrix.mul_one, hP.idem, sub_self]
  have hle : LinearMap.range (P - 1).mulVecLin ≤ LinearMap.ker P.mulVecLin := by
    rintro _ ⟨v, rfl⟩
    rw [LinearMap.mem_ker, Matrix.mulVecLin_apply, Matrix.mulVecLin_apply,
      Matrix.mulVec_mulVec, hz, Matrix.zero_mulVec]
  have h1 : (P - 1).rank ≤ Module.finrank ℂ (LinearMap.ker P.mulVecLin) :=
    Submodule.finrank_mono hle
  have h2 : P.rank + Module.finrank ℂ (LinearMap.ker P.mulVecLin) =
      Fintype.card m + Fintype.card n := by
    have h := LinearMap.finrank_range_add_finrank_ker P.mulVecLin
    rw [Module.finrank_fintype_fun_eq_card, Fintype.card_sum] at h
    exact h
  exact ⟨hB.trans (Matrix.rank_le_card_height _), hB.trans (Matrix.rank_le_card_width _),
    hB.trans (rank_coupling_le P), by omega⟩
```

Without idempotency the hole bound, with $N$ read as the rank, fails: $P=\tfrac12 I$ with $a=d=1$ has rank $N=2$ (its mean particle number is $1$), but fluctuation rank $1$. For a determinant, the rank of $A-A^2$ is the number of independent eigenvectors of $A$ with occupation strictly between $0$ and $1$, so the bounds limit how many such fragment orbitals there are.

## Nonzero counting variable, $z\ne0$

The variable $z$ weights each particle, and $1/z$ reverses the weight. For any square $A$,

$$(1+(z-1)A)(1+(z^{-1}-1)A)=1+(z+z^{-1}-2)(A-A^2),$$

because $(z-1)(z^{-1}-1)=-(z+z^{-1}-2)$. This is `hxy`, the only place where `hz` does algebraic work.

```lean
/-- For `z ≠ 0`, the product of the counting generating function at `z` and at `1/z` depends on
the density block `A` only through `A - A²`. -/
theorem countingGen_mul_inv (A : Matrix n n ℂ) {z : ℂ} (hz : z ≠ 0) :
    countingGen A z * countingGen A z⁻¹ = (1 + (z + z⁻¹ - 2) • fluct A).det := by
  have hxy : (z - 1) * (z⁻¹ - 1) = -(z + z⁻¹ - 2) := by
    linear_combination mul_inv_cancel₀ hz
  rw [countingGen, countingGen, ← Matrix.det_mul]
  congr 1
  simp only [fluct, Matrix.add_mul, Matrix.mul_add, Matrix.one_mul, Matrix.mul_one,
    Matrix.smul_mul, Matrix.mul_smul]
  linear_combination (norm := module) hxy • (A * A)
```

Taking determinants and using $\det(1+wBB^\dagger)=\det(1+wB^\dagger B)$ shows that $\chi(z)\chi(1/z)$ is the same for both fragments. At $z=0$ Lean sets $0^{-1}=0$, and $P=\operatorname{diag}(1,0)$ would give $0$ and $1$.

```lean
/-- For a determinant and `z ≠ 0`, the product of the counting generating function at `z` and at
`1/z` is the same for both fragments. -/
theorem countingGen_fragments {P : Matrix (m ⊕ n) (m ⊕ n) ℂ} (hP : IsDeterminantDensity P)
    {z : ℂ} (hz : z ≠ 0) :
    countingGen P.toBlocks₁₁ z * countingGen P.toBlocks₁₁ z⁻¹ =
      countingGen P.toBlocks₂₂ z * countingGen P.toBlocks₂₂ z⁻¹ := by
  rw [countingGen_mul_inv _ hz, countingGen_mul_inv _ hz, (fluct_eq_coupling hP).1,
    (fluct_eq_coupling hP).2, ← Matrix.smul_mul, Matrix.det_one_add_mul_comm, Matrix.mul_smul]
```

## Equal-weight bonds attain the bounds

Pair each orbital of one fragment with one of the other, and fill each normalised bonding combination $(\phi_i+\phi_i')/\sqrt2$. All four blocks are then $\tfrac12 I$.

```lean
/-- The density matrix of bonds with equal weights on paired orbitals, one orbital of each pair
in each fragment: all four blocks are half the identity. -/
def bondDensity (m : Type*) [DecidableEq m] : Matrix (m ⊕ m) (m ⊕ m) ℂ :=
  Matrix.fromBlocks ((1 / 2 : ℂ) • 1) ((1 / 2 : ℂ) • 1) ((1 / 2 : ℂ) • 1) ((1 / 2 : ℂ) • 1)
```

Squaring confirms idempotency, and $A-A^2=\tfrac14I$ is invertible with inverse $4I$, so its rank is $a$. With $d=a$, the particle and hole bounds force $N=a$, and all four bounds are attained.

```lean
/-- The equal-weight bonds form a determinant, and the rank of the fluctuation matrix of a
fragment equals the number of its orbitals. -/
theorem bondDensity_witness :
    IsDeterminantDensity (bondDensity m) ∧
      (fluct (bondDensity m).toBlocks₁₁).rank = Fintype.card m := by
  have hh : ((1 / 2 : ℂ) • (1 : Matrix m m ℂ))ᴴ = (1 / 2 : ℂ) • 1 := by
    simp [Matrix.conjTranspose_smul]
  have h2 : ((1 / 2 : ℂ) • (1 : Matrix m m ℂ)) * ((1 / 2 : ℂ) • 1) +
      ((1 / 2 : ℂ) • 1) * ((1 / 2 : ℂ) • 1) = (1 / 2 : ℂ) • 1 := by
    rw [Matrix.smul_mul, Matrix.one_mul]
    module
  refine ⟨⟨?_, ?_⟩, ?_⟩
  · rw [bondDensity, Matrix.fromBlocks_conjTranspose, hh]
  · rw [bondDensity, Matrix.fromBlocks_multiply, h2]
  · -- the fluctuation matrix is a quarter of the identity, hence invertible
    have hf : fluct (bondDensity m).toBlocks₁₁ = (1 / 4 : ℂ) • 1 := by
      rw [bondDensity, Matrix.toBlocks_fromBlocks₁₁, fluct, Matrix.smul_mul, Matrix.one_mul]
      module
    have h3 : ((1 / 4 : ℂ) • (1 : Matrix m m ℂ)) * ((4 : ℂ) • 1) = 1 := by
      rw [Matrix.smul_mul, Matrix.one_mul, smul_smul]
      norm_num
    have h4 : ((4 : ℂ) • (1 : Matrix m m ℂ)) * ((1 / 4 : ℂ) • 1) = 1 := by
      rw [Matrix.smul_mul, Matrix.one_mul, smul_smul]
      norm_num
    rw [hf]
    exact Matrix.rank_of_isUnit _ ⟨⟨(1 / 4 : ℂ) • 1, (4 : ℂ) • 1, h3, h4⟩, rfl⟩

end

end FragmentCounting
```

```lean
#print axioms FragmentCounting.trace_fluct_pow_eq
#print axioms FragmentCounting.rank_fluct_le
#print axioms FragmentCounting.countingGen_fragments
```

```
'FragmentCounting.trace_fluct_pow_eq' depends on axioms: [propext, Classical.choice, Quot.sound]
'FragmentCounting.rank_fluct_le' depends on axioms: [propext, Classical.choice, Quot.sound]
'FragmentCounting.countingGen_fragments' depends on axioms: [propext, Classical.choice, Quot.sound]
```
